# The potential erf(αr)/r belongs to a Gaussian unit charge

An Ewald calculation sums the long-range part of the Coulomb interaction in reciprocal space, where the potential of each point charge is replaced by that of a smooth Gaussian charge. The charges on which this potential acts remain points. With r the distance from a unit charge and α > 0 the splitting parameter, an inverse length, the interaction is divided as

1/r = [1 - erf(αr)]/r + erf(αr)/r.

The first term decays fast and is summed directly. The second is treated as the potential of a Gaussian charge, and this identification is derived here for a single charge in free space. Gaussian units are used, so a unit point charge has the potential 1/r.

```lean
import Mathlib

open Filter Topology MeasureTheory Set
open scoped Real

namespace EwaldScreeningCharge

noncomputable section
```

## Potential, density and enclosed charge

The error function is defined by its integral,

erf(x) = (2/√π) ∫₀ˣ exp(-t²) dt.

```lean
/-- The error function, `2/√π` times the integral of `exp(-t²)` from `0` to `x`. -/
def erf (x : ℝ) : ℝ := 2 / √π * ∫ t in (0 : ℝ)..x, Real.exp (-t ^ 2)
```

The density ρ(r) = α³π^(-3/2) exp(-α²r²) appears in the code as `density`, with its prefactor written as a cube.

```lean
/-- The Gaussian charge density `ρ(r) = (α/√π)³ exp(-(α r)²)` at distance `r` from its centre. -/
def density (α r : ℝ) : ℝ := (α / √π) ^ 3 * Real.exp (-(α * r) ^ 2)
```

The potential is φ(r) = erf(αr)/r. Lean evaluates the quotient at r = 0 as 0, whereas the physical potential has the limit 2α/√π there; the pointwise laws below are therefore stated for positive radii.

```lean
/-- The potential `φ(r) = erf(α r)/r`, for `r ≠ 0`. -/
def potential (α r : ℝ) : ℝ := erf (α * r) / r
```

The charge inside radius R is the sum over spherical shells,

Q(R) = ∫₀ᴿ 4πr²ρ(r) dr.

```lean
/-- The charge inside the ball of radius `R ≥ 0`: the density integrated over spherical shells. -/
def enclosedCharge (α R : ℝ) : ℝ := ∫ r in (0 : ℝ)..R, 4 * π * r ^ 2 * density α r
```

## The radial Poisson equation

The factor π in Poisson's equation has to combine with the prefactor of the density:

π(α/√π)³ = α³/√π.

```lean
/-- The prefactor of the density satisfies `π (α/√π)³ = α³/√π`. -/
lemma pi_mul_prefactor (α : ℝ) : π * (α / √π) ^ 3 = α ^ 3 / √π := by
  have hs : √π ≠ 0 := (Real.sqrt_pos.mpr Real.pi_pos).ne'
  have h : √π ^ 2 = π := Real.sq_sqrt Real.pi_pos.le
  have key : ∀ s : ℝ, s ≠ 0 → s ^ 2 * (α / s) ^ 3 = α ^ 3 / s := by
    intro s hs
    field_simp
  have h' := key (√π) hs
  rwa [h] at h'
```

Two derivatives are needed. The chain rule gives the first:

d/dr exp(-(αr)²) = -2α²r exp(-(αr)²).

In Lean, `HasDerivAt f c r` says that f is differentiable at r with derivative c.

```lean
/-- The Gaussian `exp(-(α r)²)` has the radial derivative `-2α² r exp(-(α r)²)`. -/
lemma hasDerivAt_gaussian (α r : ℝ) :
    HasDerivAt (fun s => Real.exp (-(α * s) ^ 2))
      (-(2 * α ^ 2 * r) * Real.exp (-(α * r) ^ 2)) r := by
  have h1 := (hasDerivAt_id' r).const_mul α
  have h2 : HasDerivAt (fun s => -(α * s) ^ 2) (-(2 * α ^ 2 * r)) r := by
    simp only [sq]
    exact (h1.fun_mul h1).fun_neg.congr_deriv (by ring)
  exact h2.exp.congr_deriv (by ring)
```

The fundamental theorem of calculus differentiates erf, and the chain rule supplies a further factor α:

d/dr erf(αr) = (2α/√π) exp(-(αr)²).

```lean
/-- The function `erf(α r)` has the radial derivative `(2α/√π) exp(-(α r)²)`. -/
lemma hasDerivAt_erf_mul (α r : ℝ) :
    HasDerivAt (fun s => erf (α * s)) (2 / √π * Real.exp (-(α * r) ^ 2) * α) r := by
  have hc : Continuous fun t : ℝ => Real.exp (-t ^ 2) := by fun_prop
  -- the fundamental theorem of calculus, followed by the chain rule
  have h1 : HasDerivAt erf (2 / √π * Real.exp (-(α * r) ^ 2)) (α * r) :=
    (hc.integral_hasStrictDerivAt 0 (α * r)).hasDerivAt.const_mul (2 / √π)
  have h2 : HasDerivAt (fun s => α * s) α r :=
    ((hasDerivAt_id' r).const_mul α).congr_deriv (by ring)
  exact h1.comp r h2
```

Since rφ(r) = erf(αr), differentiating twice gives

d²(rφ)/dr² = -(4α³/√π) r exp(-(αr)²).

Division by r and the prefactor identity then yield

(1/r) d²(rφ)/dr² = -4π(α/√π)³ exp(-(αr)²) = -4πρ(r).

The theorem states this for every r > 0 and every real α; a negative α reverses the sign of both sides. In the proof, `h0` removes the denominator, `h1` and `h2` supply the two derivatives, and `linear_combination` does the closing algebra. To read the result as ∇²φ = -4πρ away from the centre, one needs the usual form of the Laplacian for spherically symmetric functions, which is taken here from vector calculus. The equation for r > 0 would also allow an extra point charge q at the centre, since a term q/r in φ adds nothing to the left side. Gauss's law below excludes it, because R²φ'(R) = -Q(R) tends to 0 as R → 0.

```lean
/-- Radial Poisson equation: at every distance `r > 0` the potential `φ(r) = erf(α r)/r` and the
Gaussian density satisfy `(1/r) d²(r φ)/dr² = -4π ρ(r)`. -/
theorem radial_poisson (α : ℝ) {r : ℝ} (hr : 0 < r) :
    1 / r * deriv (deriv fun s => s * potential α s) r = -4 * π * density α r := by
  -- multiplication by the radius removes the denominator
  have h0 : (fun s => s * potential α s) = fun s => erf (α * s) := by
    funext s
    by_cases hs : s = 0
    · simp [hs, erf]
    · exact mul_div_cancel₀ _ hs
  have h1 : deriv (fun s => erf (α * s)) =
      fun s => 2 / √π * Real.exp (-(α * s) ^ 2) * α :=
    funext fun s => (hasDerivAt_erf_mul α s).deriv
  have h2 := ((hasDerivAt_gaussian α r).const_mul (2 / √π)).mul_const α
  rw [h0, h1, h2.deriv]
  unfold density
  have hr1 : r⁻¹ * r = 1 := inv_mul_cancel₀ hr.ne'
  linear_combination (-4 * α ^ 3 / √π * Real.exp (-(α * r) ^ 2)) * hr1
    + 4 * Real.exp (-(α * r) ^ 2) * pi_mul_prefactor α
```

## Charge inside a sphere and Gauss's law

The shell integrand has an explicit antiderivative. By the product rule,

d/dr [erf(αr) - (2α/√π) r exp(-(αr)²)] = (4α³/√π) r² exp(-(αr)²) = 4πr²ρ(r),

because the two terms without r² cancel.

```lean
/-- The function `erf(α r) - (2α/√π) r exp(-(α r)²)` has as its derivative the charge
`4π r² ρ(r)` per unit radius. -/
lemma hasDerivAt_shell (α r : ℝ) :
    HasDerivAt (fun s => erf (α * s) - 2 * α / √π * (s * Real.exp (-(α * s) ^ 2)))
      (4 * π * r ^ 2 * density α r) r := by
  have h := (hasDerivAt_erf_mul α r).fun_sub
    (((hasDerivAt_id' r).fun_mul (hasDerivAt_gaussian α r)).const_mul (2 * α / √π))
  refine h.congr_deriv ?_
  unfold density
  linear_combination (-4 * r ^ 2 * Real.exp (-(α * r) ^ 2)) * pi_mul_prefactor α
```

The antiderivative vanishes at r = 0, so integration from 0 to R gives

Q(R) = erf(αR) - (2α/√π) R exp(-(αR)²).

Because φ(R) = erf(αR)/R resembles Coulomb's law, erf(αR) is easily mistaken for the charge inside R. For α > 0 and R > 0 it is larger than that charge: the shells outside R also contribute to the potential at R, and their share is the subtracted term divided by R.

```lean
/-- The charge inside radius `R` is `erf(α R) - (2α/√π) R exp(-(α R)²)`. -/
theorem enclosedCharge_eq (α R : ℝ) :
    enclosedCharge α R = erf (α * R) - 2 * α / √π * (R * Real.exp (-(α * R) ^ 2)) := by
  have hc : Continuous fun r => 4 * π * r ^ 2 * density α r := by
    unfold density
    fun_prop
  unfold enclosedCharge
  rw [intervalIntegral.integral_eq_sub_of_hasDerivAt (fun r _ => hasDerivAt_shell α r)
    (hc.intervalIntegrable 0 R)]
  simp [erf]
```

The field, in contrast, depends only on the charge inside. The quotient rule gives

φ'(R) = (2α/√π) exp(-(αR)²)/R - erf(αR)/R² = -Q(R)/R².

```lean
/-- Gauss's law: at every radius `R > 0` the slope of the potential is minus the enclosed
charge divided by `R²`. -/
theorem gauss_law (α : ℝ) {R : ℝ} (hR : 0 < R) :
    HasDerivAt (potential α) (-enclosedCharge α R / R ^ 2) R := by
  have h := (hasDerivAt_erf_mul α R).fun_div (hasDerivAt_id' R) hR.ne'
  refine HasDerivAt.congr_deriv h ?_
  rw [enclosedCharge_eq]
  ring
```

## Unit charge at large distance

The Gaussian integral ∫₀^∞ exp(-t²) dt = √π/2 cancels the prefactor of the error function, so erf(x) → 1 as x → ∞.

```lean
/-- The error function tends to `1` at large argument. -/
lemma tendsto_erf : Tendsto erf atTop (𝓝 1) := by
  have hi : Integrable fun t : ℝ => Real.exp (-t ^ 2) := by
    simpa using integrable_exp_neg_mul_sq one_pos
  have hv : ∫ t in Ioi (0 : ℝ), Real.exp (-t ^ 2) = √π / 2 := by
    simpa using integral_gaussian_Ioi 1
  have h := (intervalIntegral_tendsto_integral_Ioi 0 hi.integrableOn tendsto_id).const_mul
    (2 / √π)
  have hs : √π ≠ 0 := (Real.sqrt_pos.mpr Real.pi_pos).ne'
  have h1 : 2 / √π * (√π / 2) = 1 := by field_simp
  rw [hv, h1] at h
  exact h
```

For α > 0, αr grows without bound with r, and hence

rφ(r) = erf(αr) → 1.

From afar the Gaussian charge looks like a unit point charge. The two potentials differ by [1 - erf(αr)]/r, the short-range term of the Ewald division.

```lean
/-- For `α > 0` the product `r φ(r)` tends to `1` at large distance, the value for a unit point
charge. -/
theorem tendsto_mul_potential {α : ℝ} (hα : 0 < α) :
    Tendsto (fun r => r * potential α r) atTop (𝓝 1) := by
  refine (tendsto_erf.comp (tendsto_id.const_mul_atTop hα)).congr' ?_
  filter_upwards [eventually_gt_atTop 0] with r hr
  exact (mul_div_cancel₀ (erf (α * r)) hr.ne').symm
```

The total charge is the limit of Q(R). Its first term tends to 1. With x = αR, the second is (2/√π) x exp(-x²), and for x ≥ 1

0 ≤ x exp(-x²) ≤ x exp(-x) → 0.

Therefore

∫₀^∞ 4πr²ρ(r) dr = 1.

In the code, `h0` is the squeeze argument and `hlim` the limit of the antiderivative. Since the shell charges are nonnegative, that limit, less the value 0 at the origin, is the integral over `Ioi 0`, the set of all r > 0.

```lean
/-- For `α > 0` the Gaussian density carries unit charge: the integral of `4π r² ρ(r)` over
`r > 0` is `1`. -/
theorem total_charge {α : ℝ} (hα : 0 < α) :
    ∫ r in Ioi (0 : ℝ), 4 * π * r ^ 2 * density α r = 1 := by
  have hlin : Tendsto (fun r : ℝ => α * r) atTop atTop := tendsto_id.const_mul_atTop hα
  -- the Gaussian correction to the enclosed charge dies out
  have h0 : Tendsto (fun x : ℝ => x * Real.exp (-x ^ 2)) atTop (𝓝 0) := by
    refine squeeze_zero' ?_ ?_ (Real.tendsto_pow_mul_exp_neg_atTop_nhds_zero 1)
    · filter_upwards [eventually_ge_atTop 0] with x hx
      positivity
    · filter_upwards [eventually_ge_atTop 1] with x hx
      rw [pow_one]
      exact mul_le_mul_of_nonneg_left (Real.exp_le_exp.mpr (by nlinarith)) (by linarith)
  have hlim : Tendsto (fun s => erf (α * s) - 2 * α / √π * (s * Real.exp (-(α * s) ^ 2)))
      atTop (𝓝 1) := by
    have h := (tendsto_erf.comp hlin).sub ((h0.comp hlin).const_mul (2 / √π))
    rw [mul_zero, sub_zero] at h
    refine h.congr fun s => ?_
    simp only [Function.comp_apply]
    ring
  -- the shell charges are nonnegative, so their integral is the limit of the enclosed charge
  rw [integral_Ioi_of_hasDerivAt_of_nonneg' (fun r _ => hasDerivAt_shell α r) ?_ hlim]
  · simp [erf]
  · intro r _
    unfold density
    positivity

end

end EwaldScreeningCharge
```

```lean
#print axioms EwaldScreeningCharge.radial_poisson
#print axioms EwaldScreeningCharge.gauss_law
#print axioms EwaldScreeningCharge.tendsto_mul_potential
#print axioms EwaldScreeningCharge.total_charge
```

```
'EwaldScreeningCharge.radial_poisson' depends on axioms: [propext, Classical.choice, Quot.sound]
'EwaldScreeningCharge.gauss_law' depends on axioms: [propext, Classical.choice, Quot.sound]
'EwaldScreeningCharge.tendsto_mul_potential' depends on axioms: [propext, Classical.choice, Quot.sound]
'EwaldScreeningCharge.total_charge' depends on axioms: [propext, Classical.choice, Quot.sound]
```
